# A state with finite energy variance cannot decay exactly exponentially from t = 0

Let $\mu$ be the energy distribution of the initial state: for discrete levels, it puts weight $|c_k|^2$ at energy $E_k$. With $\hbar=1$ and a time-independent Hamiltonian, the survival amplitude and probability are

$$A(t)=\int e^{-iEt}\,d\mu(E),\qquad P(t)=|A(t)|^2 .$$

The mean energy is $\bar E=\int E\,d\mu$ and the variance is $V=\int (E-\bar E)^2\,d\mu$. In Lean, $\mu$ is a `Measure ℝ`, and these four quantities are `survivalAmplitude`, `survivalProb`, `meanEnergy` and `energyVariance`. The file starts from $\mu$ and does not construct it from a Hamiltonian and a state vector.

```lean
import Mathlib

open MeasureTheory Filter Topology

namespace ShortTimeSurvival

noncomputable section

/-- The survival amplitude at time `t` of a state with energy distribution `μ` (units `ħ = 1`). -/
def survivalAmplitude (μ : Measure ℝ) (t : ℝ) : ℂ :=
  ∫ E : ℝ, Complex.exp (-(Complex.I * E * t)) ∂μ

/-- The survival probability: the squared modulus of the survival amplitude. -/
def survivalProb (μ : Measure ℝ) (t : ℝ) : ℝ := ‖survivalAmplitude μ t‖ ^ 2

/-- The mean energy of the distribution `μ`. -/
def meanEnergy (μ : Measure ℝ) : ℝ := ∫ E : ℝ, E ∂μ

/-- The energy variance: the mean squared deviation from the mean energy. -/
def energyVariance (μ : Measure ℝ) : ℝ := ∫ E : ℝ, (E - meanEnergy μ) ^ 2 ∂μ
```

## Total probability one

`IsProbabilityMeasure μ` says that the state is normalised. By hand, this makes the average of the constant 1 equal to 1 and gives the upper bound $|A(t)|\le\int|e^{-iEt}|\,d\mu=1$. In the proofs the value 1 enters through `probReal_univ`, and `integrable_const` uses that the total is finite. Without normalisation the bounds already fail at $t=0$, where $P(0)=\mu(\mathbb R)^2$.

The first lemma shows that the bounded functions $\cos((E-m)t)$ and $\sin((E-m)t)$ have finite averages for any reference energy $m$.

```lean
variable (μ : Measure ℝ) [IsProbabilityMeasure μ]

/-- The cosine and sine of the phase accumulated relative to a reference energy `m` have
finite averages. -/
theorem integrable_cos_sin (m t : ℝ) :
    Integrable (fun E : ℝ => Real.cos ((E - m) * t)) μ ∧
      Integrable (fun E : ℝ => Real.sin ((E - m) * t)) μ := by
  constructor
  · refine Integrable.mono' (integrable_const (1 : ℝ))
      (by fun_prop : Continuous fun E : ℝ => Real.cos ((E - m) * t)).aestronglyMeasurable
      (ae_of_all _ fun E => ?_)
    rw [Real.norm_eq_abs]
    exact Real.abs_cos_le_one _
  · refine Integrable.mono' (integrable_const (1 : ℝ))
      (by fun_prop : Continuous fun E : ℝ => Real.sin ((E - m) * t)).aestronglyMeasurable
      (ae_of_all _ fun E => ?_)
    rw [Real.norm_eq_abs]
    exact Real.abs_sin_le_one _
```

## Finite second moment of the energy

The hypothesis `h : Integrable (fun E : ℝ => E ^ 2) μ` says that $\langle H^2\rangle$ is finite. Since $|E|\le 1+E^2$, the mean is then finite too, and expanding the square gives a finite $\int(E-m)^2\,d\mu$.

```lean
/-- If the second moment of the energy is finite, so are the first moment and the mean squared
deviation from any reference energy `m`. -/
theorem integrable_moments (h : Integrable (fun E : ℝ => E ^ 2) μ) (m : ℝ) :
    Integrable (fun E : ℝ => E) μ ∧ Integrable (fun E : ℝ => (E - m) ^ 2) μ := by
  have h1 : Integrable (fun E : ℝ => E) μ := by
    refine Integrable.mono' ((integrable_const (1 : ℝ)).add h)
      continuous_id.aestronglyMeasurable (ae_of_all _ fun E => ?_)
    change |E| ≤ 1 + E ^ 2
    rw [abs_le]
    constructor <;> nlinarith [sq_nonneg (E + 1), sq_nonneg (E - 1)]
  refine ⟨h1, ((h.sub (h1.const_mul (2 * m))).add (integrable_const (m ^ 2))).congr
    (ae_of_all _ fun E => ?_)⟩
  change E ^ 2 - 2 * m * E + m ^ 2 = (E - m) ^ 2
  ring
```

Removing a global phase does not need this hypothesis. Write $C$ and $S$ for the averages of the cosine and sine above. Then

$$A(t)=e^{-imt}(C-iS),\qquad P=C^2+S^2 .$$

```lean
/-- The survival probability is the sum of the squared averages of the cosine and sine of the
phase, measured relative to any reference energy `m`. -/
theorem survivalProb_eq (m t : ℝ) :
    survivalProb μ t = (∫ E : ℝ, Real.cos ((E - m) * t) ∂μ) ^ 2
      + (∫ E : ℝ, Real.sin ((E - m) * t) ∂μ) ^ 2 := by
  obtain ⟨hc, hs⟩ := integrable_cos_sin μ m t
  have hc' : Integrable (fun E : ℝ => ((Real.cos ((E - m) * t) : ℝ) : ℂ)) μ := hc.ofReal
  have hs' : Integrable (fun E : ℝ => ((Real.sin ((E - m) * t) : ℝ) : ℂ) * Complex.I) μ :=
    Integrable.mul_const hs.ofReal _
  -- split off the global phase of the reference energy
  have hp : ∀ E : ℝ, Complex.exp (-(Complex.I * E * t)) =
      Complex.exp (((-(m * t) : ℝ) : ℂ) * Complex.I) *
        (((Real.cos ((E - m) * t) : ℝ) : ℂ)
          - ((Real.sin ((E - m) * t) : ℝ) : ℂ) * Complex.I) := by
    intro E
    have h1 : ((Real.cos ((E - m) * t) : ℝ) : ℂ)
        - ((Real.sin ((E - m) * t) : ℝ) : ℂ) * Complex.I
        = Complex.exp (((-((E - m) * t) : ℝ) : ℂ) * Complex.I) := by
      rw [Complex.exp_mul_I, ← Complex.ofReal_cos, ← Complex.ofReal_sin, Real.cos_neg,
        Real.sin_neg, Complex.ofReal_neg]
      ring
    rw [h1, ← Complex.exp_add]
    congr 1
    push_cast
    ring
  have hn : ∀ a b : ℝ, ‖(a : ℂ) - b * Complex.I‖ ^ 2 = a ^ 2 + b ^ 2 := by
    intro a b
    rw [Complex.sq_norm, Complex.normSq_apply]
    simp
    ring
  rw [survivalProb, survivalAmplitude, integral_congr_ae (ae_of_all _ hp), integral_const_mul,
    integral_sub hc' hs', integral_mul_const, integral_complex_ofReal, integral_complex_ofReal,
    norm_mul, Complex.norm_exp_ofReal_mul_I, one_mul, hn]
```

From here on, $m=\bar E$. The second moment allows $\cos x\ge 1-x^2/2$ to be averaged, which gives $C\ge 1-Vt^2/2$. Since $(C-1)^2\ge0$,

$$P\ge C^2\ge 2C-1\ge 1-Vt^2 .$$

In Lean, `integral_mono` does the averaging and `nlinarith` combines the squares. The bounds hold at every real $t$, though the lower one says nothing once $Vt^2\ge1$.

```lean
/-- For finite second moment of the energy, at every time the survival probability lies between `1 -
V t²` and `1`, where `V` is the energy variance. -/
theorem survivalProb_bounds (h : Integrable (fun E : ℝ => E ^ 2) μ) (t : ℝ) :
    1 - energyVariance μ * t ^ 2 ≤ survivalProb μ t ∧ survivalProb μ t ≤ 1 := by
  constructor
  · have hq := (integrable_moments μ h (meanEnergy μ)).2
    have hc := (integrable_cos_sin μ (meanEnergy μ) t).1
    -- average the inequality `1 - x²/2 ≤ cos x`
    have hm : ∫ E : ℝ, (1 - t ^ 2 / 2 * (E - meanEnergy μ) ^ 2) ∂μ
        ≤ ∫ E : ℝ, Real.cos ((E - meanEnergy μ) * t) ∂μ := by
      refine integral_mono ((integrable_const (1 : ℝ)).sub (hq.const_mul _)) hc fun E => ?_
      change 1 - t ^ 2 / 2 * (E - meanEnergy μ) ^ 2 ≤ Real.cos ((E - meanEnergy μ) * t)
      have := Real.one_sub_sq_div_two_le_cos (x := (E - meanEnergy μ) * t)
      nlinarith [this]
    rw [integral_sub (integrable_const (1 : ℝ)) (hq.const_mul _), integral_const_mul,
      integral_const, probReal_univ, one_smul, ← energyVariance] at hm
    rw [survivalProb_eq μ (meanEnergy μ) t]
    nlinarith [sq_nonneg ((∫ E : ℝ, Real.cos ((E - meanEnergy μ) * t) ∂μ) - 1),
      sq_nonneg (∫ E : ℝ, Real.sin ((E - meanEnergy μ) * t) ∂μ)]
  · have hb : ∀ E : ℝ, ‖Complex.exp (-(Complex.I * E * t))‖ ≤ 1 := by
      intro E
      have : -(Complex.I * E * t) = ((-(E * t) : ℝ) : ℂ) * Complex.I := by
        push_cast
        ring
      rw [this, Complex.norm_exp_ofReal_mul_I]
    have hA := norm_integral_le_of_norm_le_const (μ := μ) (ae_of_all _ hb)
    rw [probReal_univ, mul_one] at hA
    exact pow_le_one₀ (norm_nonneg _) hA
```

The limit uses the hypothesis again, to exchange limit and integral. For $x=E-\bar E$ and $t\ne0$,

$$0\le\frac{1-\cos(xt)}{t^2}\le\frac{x^2}{2},\qquad \left|\frac{\sin(xt)}{t}\right|\le|x| .$$

The quotients tend to $x^2/2$ and $x$, and both bounds are integrable. Dominated convergence therefore gives $a=(1-C)/t^2\to V/2$ and $b=S/t\to\int(E-\bar E)\,d\mu=0$. Lean obtains the cosine limit from the sine limit by the half-angle formula.

```lean
/-- For finite second moment of the energy, as `t → 0`, the averaged cosine of the phase relative to
the mean energy falls below `1` by `V t² / 2` to leading order, and the averaged sine vanishes
faster than `t`. -/
theorem tendsto_cos_sin (h : Integrable (fun E : ℝ => E ^ 2) μ) :
    Tendsto (fun t : ℝ => (t⁻¹) ^ 2 * (1 - ∫ E : ℝ, Real.cos ((E - meanEnergy μ) * t) ∂μ))
        (𝓝[≠] 0) (𝓝 (energyVariance μ / 2)) ∧
      Tendsto (fun t : ℝ => t⁻¹ * ∫ E : ℝ, Real.sin ((E - meanEnergy μ) * t) ∂μ)
        (𝓝[≠] 0) (𝓝 0) := by
  obtain ⟨h1, hq⟩ := integrable_moments μ h (meanEnergy μ)
  have hlim : ∀ x : ℝ, Tendsto (fun t : ℝ => t⁻¹ * Real.sin (x * t)) (𝓝[≠] 0) (𝓝 x) := by
    intro x
    have hd : HasDerivAt (fun t : ℝ => Real.sin (x * t)) x 0 := by
      simpa using ((hasDerivAt_id (0 : ℝ)).const_mul x).sin
    exact (hasDerivAt_iff_tendsto_slope_zero.1 hd).congr fun t => by simp
  constructor
  · have key : Tendsto
        (fun t : ℝ => ∫ E : ℝ, (t⁻¹) ^ 2 * (1 - Real.cos ((E - meanEnergy μ) * t)) ∂μ)
        (𝓝[≠] 0) (𝓝 (∫ E : ℝ, 1 / 2 * (E - meanEnergy μ) ^ 2 ∂μ)) := by
      refine tendsto_integral_filter_of_dominated_convergence
        (fun E : ℝ => 1 / 2 * (E - meanEnergy μ) ^ 2) ?_ ?_ (hq.const_mul _) ?_
      · exact Eventually.of_forall fun t => (by fun_prop : Continuous fun E : ℝ =>
          (t⁻¹) ^ 2 * (1 - Real.cos ((E - meanEnergy μ) * t))).aestronglyMeasurable
      · filter_upwards [self_mem_nhdsWithin] with t ht
        have ht0 : t ≠ 0 := ht
        refine ae_of_all _ fun E => ?_
        have hx := Real.one_sub_sq_div_two_le_cos (x := (E - meanEnergy μ) * t)
        have hy := Real.cos_le_one ((E - meanEnergy μ) * t)
        rw [Real.norm_eq_abs, abs_of_nonneg (mul_nonneg (sq_nonneg _) (by linarith))]
        calc (t⁻¹) ^ 2 * (1 - Real.cos ((E - meanEnergy μ) * t))
            ≤ (t⁻¹) ^ 2 * (((E - meanEnergy μ) * t) ^ 2 / 2) :=
              mul_le_mul_of_nonneg_left (by linarith) (sq_nonneg _)
          _ = 1 / 2 * (E - meanEnergy μ) ^ 2 := by field_simp
      · refine ae_of_all _ fun E => ?_
        -- half-angle formula: `1 - cos x = 2 sin² (x/2)`
        have hl := ((hlim ((E - meanEnergy μ) / 2)).pow 2).const_mul 2
        rw [show 2 * ((E - meanEnergy μ) / 2) ^ 2 = 1 / 2 * (E - meanEnergy μ) ^ 2 by ring] at hl
        refine hl.congr fun t => ?_
        have h2 := Real.cos_two_mul ((E - meanEnergy μ) / 2 * t)
        rw [show 2 * ((E - meanEnergy μ) / 2 * t) = (E - meanEnergy μ) * t by ring] at h2
        rw [h2, mul_pow, Real.sin_sq]
        ring
    rw [integral_const_mul, ← energyVariance,
      show 1 / 2 * energyVariance μ = energyVariance μ / 2 by ring] at key
    refine key.congr fun t => ?_
    rw [integral_const_mul, integral_sub (integrable_const (1 : ℝ))
      (integrable_cos_sin μ _ t).1, integral_const, probReal_univ, one_smul]
  · have key : Tendsto (fun t : ℝ => ∫ E : ℝ, t⁻¹ * Real.sin ((E - meanEnergy μ) * t) ∂μ)
        (𝓝[≠] 0) (𝓝 (∫ E : ℝ, (E - meanEnergy μ) ∂μ)) := by
      refine tendsto_integral_filter_of_dominated_convergence
        (fun E : ℝ => |E - meanEnergy μ|) ?_ ?_ (h1.sub (integrable_const _)).abs ?_
      · exact Eventually.of_forall fun t => (by fun_prop : Continuous fun E : ℝ =>
          t⁻¹ * Real.sin ((E - meanEnergy μ) * t)).aestronglyMeasurable
      · filter_upwards [self_mem_nhdsWithin] with t ht
        have ht0 : |t| ≠ 0 := abs_ne_zero.2 ht
        refine ae_of_all _ fun E => ?_
        have hs : |Real.sin ((E - meanEnergy μ) * t)| ≤ |(E - meanEnergy μ) * t| := by
          refine sq_le_sq.1 ?_
          nlinarith [Real.sin_sq_add_cos_sq ((E - meanEnergy μ) * t),
            Real.one_sub_sq_div_two_le_cos (x := (E - meanEnergy μ) * t),
            sq_nonneg (1 - Real.cos ((E - meanEnergy μ) * t))]
        rw [Real.norm_eq_abs, abs_mul, abs_inv]
        calc |t|⁻¹ * |Real.sin ((E - meanEnergy μ) * t)|
            ≤ |t|⁻¹ * |(E - meanEnergy μ) * t| :=
              mul_le_mul_of_nonneg_left hs (inv_nonneg.2 (abs_nonneg t))
          _ = |E - meanEnergy μ| := by
              rw [abs_mul, mul_comm |E - meanEnergy μ|, inv_mul_cancel_left₀ ht0]
      · exact ae_of_all _ fun E => hlim _
    rw [integral_sub h1 (integrable_const _), integral_const, probReal_univ, one_smul,
      ← meanEnergy, sub_self] at key
    exact key.congr fun t => by rw [integral_const_mul]
```

Substituting $C=1-t^2a$ and $S=tb$ gives

$$\frac{1-P}{t^2}=2a-t^2a^2-b^2\to V .$$

The filter `𝓝[≠] 0` means that $t$ approaches zero from both sides without equalling it.

```lean
/-- For finite second moment of the energy, the decay probability divided by `t²` tends to the
energy variance as `t → 0`. -/
theorem tendsto_decay_div_sq (h : Integrable (fun E : ℝ => E ^ 2) μ) :
    Tendsto (fun t : ℝ => (1 - survivalProb μ t) / t ^ 2) (𝓝[≠] 0) (𝓝 (energyVariance μ)) := by
  obtain ⟨ha, hb⟩ := tendsto_cos_sin μ h
  have ht : Tendsto (fun t : ℝ => t) (𝓝[≠] 0) (𝓝 0) := tendsto_id.mono_left nhdsWithin_le_nhds
  have alg : ∀ c s t : ℝ, t ≠ 0 → 2 * ((t⁻¹) ^ 2 * (1 - c)) - t ^ 2 * ((t⁻¹) ^ 2 * (1 - c)) ^ 2
      - (t⁻¹ * s) ^ 2 = (1 - (c ^ 2 + s ^ 2)) / t ^ 2 := by
    intro c s t h0
    field_simp
    ring
  have hl := ((ha.const_mul 2).sub ((ht.pow 2).mul (ha.pow 2))).sub (hb.pow 2)
  rw [show 2 * (energyVariance μ / 2) - 0 ^ 2 * (energyVariance μ / 2) ^ 2 - 0 ^ 2
    = energyVariance μ by ring] at hl
  refine hl.congr' ?_
  filter_upwards [self_mem_nhdsWithin] with t h0
  rw [survivalProb_eq μ (meanEnergy μ) t]
  exact alg _ _ t h0
```

Without a finite second moment, exponential decay is possible. A Lorentzian $\mu$ of full width $G$ at half maximum has $P(t)=e^{-Gt}$ for $t\ge0$, by a standard Fourier integral that the Lean file does not contain. This $\mu$ is a mathematical idealisation: it has weight at arbitrarily negative energies, which a Hamiltonian bounded below does not allow.

## A strictly positive decay rate

Here $G>0$ is the rate of a proposed law $e^{-Gt}$, and $\delta>0$ is a time window. Choose $0<t<\delta$ with $Gt\le1$ and $2Vt<G$, and suppose $P(t)\le e^{-Gt}$. Since $1+Gt\le e^{Gt}$,

$$(1-Vt^2)(1+Gt)\le e^{-Gt}(1+Gt)\le 1 .$$

Expanding gives $Gt\le Vt^2(1+Gt)\le 2Vt^2$, so $G\le2Vt$, a contradiction. Lean takes $t$ as a minimum of three explicit positive numbers, and `nlinarith` closes the argument.

```lean
/-- For finite second moment of the energy and any decay rate `G > 0`, there are arbitrarily short
positive times at which the survival probability is strictly larger than `exp (-G t)`. -/
theorem exists_exp_lt_survivalProb (h : Integrable (fun E : ℝ => E ^ 2) μ) {G δ : ℝ}
    (hG : 0 < G) (hδ : 0 < δ) :
    ∃ t, 0 < t ∧ t < δ ∧ Real.exp (-(G * t)) < survivalProb μ t := by
  have hV : 0 ≤ energyVariance μ := integral_nonneg fun E => sq_nonneg _
  obtain ⟨t, ht, htδ, htG, htV⟩ :
      ∃ t, 0 < t ∧ t < δ ∧ G * t ≤ 1 ∧ 2 * energyVariance μ * t < G := by
    have hpos : 0 < min (δ / 2) (min (1 / G) (G / (4 * (energyVariance μ + 1)))) := by positivity
    refine ⟨_, hpos, (min_le_left _ _).trans_lt (by linarith), ?_, ?_⟩
    · have := (le_div_iff₀ hG).1 ((min_le_right (δ / 2) _).trans
        (min_le_left (1 / G) (G / (4 * (energyVariance μ + 1)))))
      linarith
    · have := (le_div_iff₀ (by positivity)).1 ((min_le_right (δ / 2) _).trans
        (min_le_right (1 / G) (G / (4 * (energyVariance μ + 1)))))
      nlinarith [mul_nonneg hV hpos.le]
  refine ⟨t, ht, htδ, lt_of_not_ge fun hle => ?_⟩
  -- the linear loss of the exponential beats the quadratic loss allowed by the variance
  have hGt : 0 < G * t := mul_pos hG ht
  have he : Real.exp (-(G * t)) * (1 + G * t) ≤ 1 := by
    calc Real.exp (-(G * t)) * (1 + G * t) ≤ Real.exp (-(G * t)) * Real.exp (G * t) :=
          mul_le_mul_of_nonneg_left (by linarith [Real.add_one_le_exp (G * t)])
            (Real.exp_pos _).le
      _ = 1 := by rw [← Real.exp_add, neg_add_cancel, Real.exp_zero]
  have h1 : (1 - energyVariance μ * t ^ 2) * (1 + G * t) ≤ 1 :=
    (mul_le_mul_of_nonneg_right ((survivalProb_bounds μ h t).1.trans hle) (by linarith)).trans he
  have h2 : energyVariance μ * t ^ 2 * (G * t) ≤ energyVariance μ * t ^ 2 * 1 :=
    mul_le_mul_of_nonneg_left htG (mul_nonneg hV (sq_nonneg t))
  have h3 : 0 < t * (G - 2 * energyVariance μ * t) := mul_pos ht (by linarith)
  nlinarith [h1, h2, h3]
```

The positivity of $G$ matters in the smallest case, an energy eigenstate: $\mu$ sits at one energy, $V=0$ and $P(t)=1=e^{-0\cdot t}$.

The main theorem collects the bounds, the limit and the failure of equality with $e^{-Gt}$ on all of $t\ge0$. It leaves room for nearly exponential decay at later times. For wave-packet propagation under a time-independent Hamiltonian, it gives a check on the computed autocorrelation function: its squared modulus must start with curvature set by the energy variance, if that is finite.

```lean
/-- For finite second moment of the energy, the survival probability lies between `1 - V t²` and
`1`, its initial loss is `V t²` to leading order, and it is not an exponential decay law. -/
theorem short_time_survival (h : Integrable (fun E : ℝ => E ^ 2) μ) :
    (∀ t, 1 - energyVariance μ * t ^ 2 ≤ survivalProb μ t ∧ survivalProb μ t ≤ 1) ∧
      Tendsto (fun t : ℝ => (1 - survivalProb μ t) / t ^ 2) (𝓝[≠] 0) (𝓝 (energyVariance μ)) ∧
      ∀ G > 0, ¬ ∀ t ≥ 0, survivalProb μ t = Real.exp (-(G * t)) := by
  refine ⟨survivalProb_bounds μ h, tendsto_decay_div_sq μ h, fun G hG hexp => ?_⟩
  obtain ⟨t, ht, -, hlt⟩ := exists_exp_lt_survivalProb μ h hG one_pos
  exact hlt.ne' (hexp t ht.le)
```

## Repeated checks under the same hypotheses

Take $t>0$ and test $n$ times, at intervals of $t/n$, whether the system is still in its initial state. If the measurements are ideal, so that each positive result resets the system to that state, the probability that all $n$ results are positive is $P(t/n)^n$. The theorem concerns this product; the measurement rule is its physical reading. Bernoulli's inequality and the quadratic bound give, for $n\ge1$,

$$1-\frac{Vt^2}{n}\le 1+n\bigl(P(t/n)-1\bigr)\le P(t/n)^n\le1 ,$$

and squeezing gives the quantum Zeno limit 1. Finite variance is sufficient for this limit but not necessary. Some condition on $\mu$ is still required: for the idealised Lorentzian and $t>0$, the product stays at $e^{-Gt}$ for every $n\ge1$.

```lean
/-- Quantum Zeno limit for finite second moment of the energy: the product of `n` survival
probabilities, each over a time `t / n`, tends to `1` as `n` grows. -/
theorem zeno_limit (h : Integrable (fun E : ℝ => E ^ 2) μ) (t : ℝ) :
    Tendsto (fun n : ℕ => survivalProb μ (t / n) ^ n) atTop (𝓝 1) := by
  have hl : Tendsto (fun n : ℕ => 1 - energyVariance μ * t ^ 2 / (n : ℝ)) atTop (𝓝 1) := by
    simpa using (tendsto_const_div_atTop_nhds_zero_nat (energyVariance μ * t ^ 2)).const_sub 1
  refine tendsto_of_tendsto_of_tendsto_of_le_of_le' hl tendsto_const_nhds ?_ ?_
  · filter_upwards [eventually_gt_atTop 0] with n hn
    have hn0 : (0 : ℝ) < n := Nat.cast_pos.2 hn
    have hP : 0 ≤ survivalProb μ (t / n) := sq_nonneg _
    -- Bernoulli's inequality turns `n` small losses into a total loss of order `1 / n`
    have hB := one_add_mul_le_pow (a := survivalProb μ (t / n) - 1) (by linarith) n
    rw [add_sub_cancel] at hB
    have hm := mul_le_mul_of_nonneg_left (survivalProb_bounds μ h (t / n)).1 hn0.le
    have he : (n : ℝ) * (1 - energyVariance μ * (t / n) ^ 2)
        = n - energyVariance μ * t ^ 2 / n := by
      field_simp
    rw [he] at hm
    linarith
  · exact Eventually.of_forall fun n =>
      pow_le_one₀ (sq_nonneg _) (survivalProb_bounds μ h (t / n)).2

end

end ShortTimeSurvival
```

```lean
#print axioms ShortTimeSurvival.tendsto_decay_div_sq
#print axioms ShortTimeSurvival.short_time_survival
#print axioms ShortTimeSurvival.zeno_limit
```

```
'ShortTimeSurvival.tendsto_decay_div_sq' depends on axioms: [propext, Classical.choice, Quot.sound]
'ShortTimeSurvival.short_time_survival' depends on axioms: [propext, Classical.choice, Quot.sound]
'ShortTimeSurvival.zeno_limit' depends on axioms: [propext, Classical.choice, Quot.sound]
```
